# The closure defect of free-energy increments round a ring is the number of bins times their mean

Free-energy increments are estimated on a ring of N ≥ 1 bins, and their sum once round the ring is the closure defect. The lemma says that N times the mean increment equals this sum. The increments are any real function `g` on `ZMod N`; they need not sum to zero, and nothing is assumed about how they were estimated. The attempt unfolds the mean as the sum divided by N, then tries to cancel N with `mul_div_cancel₀`, having first rearranged the goal.

The failing Lean file:

```lean
import Mathlib

namespace CardMulMeanIncrement

noncomputable section

variable {N : ℕ} [NeZero N]

/-- The mean of the free-energy increments `g` over a ring of `N ≥ 1` bins. -/
def meanIncrement (g : ZMod N → ℝ) : ℝ := (∑ i, g i) / N

/-- The number of bins times the mean increment is the closure defect, the sum of the
estimated increments around the ring. -/
theorem card_mul_meanIncrement (g : ZMod N → ℝ) :
    (N : ℝ) * meanIncrement g = ∑ i, g i := by
  have hN : (N : ℝ) ≠ 0 := Nat.cast_ne_zero.mpr (NeZero.ne N)
  unfold meanIncrement
  exact mul_div_cancel₀ _ hN |> fun h => by rw [← mul_div_assoc, mul_comm]; exact h

end

end CardMulMeanIncrement
```

The compiler's answer:

```
Main.lean:18:76: error: Type mismatch
  h
has type
  ↑N * (?m.40 / ↑N) = ?m.40
but is expected to have type
  (∑ i, g i) * ↑N / ↑N = ∑ i, g i
Main.lean:15:44: error: unsolved goals
N : ℕ
inst✝ : NeZero N
g : ZMod N → ℝ
hN : ↑N ≠ 0
⊢ ↑N * ((∑ i, g i) / ↑N) = ∑ i, g i
```

What went wrong. The first message shows that `h`, which comes from `mul_div_cancel₀`, says `↑N * (?m.40 / ↑N) = ?m.40`, with `?m.40` still to be filled in. That is already the shape of the goal after `unfold`, with the sum in the place of `?m.40`. But the two rewrites run before `h` is used. `← mul_div_assoc` turns the left side into `↑N * (∑ i, g i) / ↑N`, and `mul_comm` then swaps the product, giving `(∑ i, g i) * ↑N / ↑N`. This is equal in value but different in form, so `exact h` fails.

The second message follows from the first: the outer `exact` has not closed the goal, which is therefore reported as `unfold` left it.

The repair replaces the whole line with `field_simp`, which works on the unfolded goal directly. As N is nonzero, a fact the file already has as `hN`, it can cancel the division and close the goal, and no lemma has to be matched to a rearranged form.

Lean accepts the file once it reads:

```diff
@@ -16,5 +16,5 @@
   have hN : (N : ℝ) ≠ 0 := Nat.cast_ne_zero.mpr (NeZero.ne N)
   unfold meanIncrement
-  exact mul_div_cancel₀ _ hN |> fun h => by rw [← mul_div_assoc, mul_comm]; exact h
+  field_simp
 
 end
```
